# The 3/5 Ratio of the Exchange Kernels and the w^(-3/2) Tail of the Gross–Kohn Form

## Two kernels and a frequency profile

In time-dependent density-functional theory, the exchange–correlation kernel gives the change of the exchange–correlation potential caused by a small change of the density. Let n > 0 be the density of a three-dimensional uniform electron gas and e(n) its exchange–correlation energy per particle, or the exchange part alone. A prime denotes d/dn. The static long-wavelength kernel is the second derivative of the energy per volume:

f_0(n) = (n e)''

The high-frequency, long-wavelength kernel is

f_∞(n) = -(4/5) n^(2/3) (e/n^(2/3))' + 6 n^(1/3) (e/n^(1/3))'

This expression comes from a frequency-moment sum rule, and it is taken here as the definition. For exchange,

e(n) = -C n^(1/3)

where C > 0 is proportional to the Coulomb strength, and the gas is taken to be spin-unpolarised.

Between the two limits the kernel depends on the frequency w. The Gross–Kohn model takes f_0 as the limit w → 0 of the long-wavelength kernel; in the exact theory, the order of the low-frequency and long-wavelength limits can matter. For a time dependence e^(-iwt), the Gross–Kohn form models its imaginary part, with real parameters a and b, as

g(w) = a w / (1 + b w²)^(5/4)

Three positive numbers fix a and b. The gap is D = f_∞ - f_0. The constant c is the strength of the high-frequency absorption tail, -c w^(-3/2), which stems from excitations of several particles at once. The constant γ comes from the Kramers–Kronig relation, which links the gap to the integral of g(w)/w over w > 0; for this profile the integral is proportional to a b^(-1/2).

## The ratio for exchange

For any power s, the quotient rule gives

n^s (e/n^s)' = e' - s e/n

With s = 2/3 and s = 1/3, the high-frequency kernel becomes

f_∞ = -(4/5)(e' - (2/3) e/n) + 6(e' - (1/3) e/n) = (26/5) e' - (22/15) e/n

For a power law e = A n^p this yields

f_∞ = (26p/5 - 22/15) A n^(p-1)

f_0 = (p + 1) p A n^(p-1)

Exchange has A = -C and p = 1/3, so

f_∞ = -(4/15) C n^(-2/3)

f_0 = -(4/9) C n^(-2/3)

The ratio is 3/5, and the gap is D = (8/45) C n^(-2/3), which is positive. An adiabatic local-density calculation uses f_0 at every frequency; for the exchange-only uniform gas at long wavelength, that is 5/3 of the high-frequency value defined here.

The ratio singles out few exponents. If A ≠ 0, the condition f_∞ = (3/5) f_0 reduces to

(p - 1/3)(p - 22/3) = 0

so it holds for p = 1/3 and p = 22/3 and for no other power.

## The tail and the two parameters

Let b > 0. For w > 0, take w² out of the denominator:

1 + b w² = w² (w^(-2) + b)

Since (w²)^(5/4) = w^(3/2) w, the powers of w cancel:

w^(3/2) g(w) = a (w^(-2) + b)^(-5/4) → a b^(-5/4) as w → ∞

The tail strength and the gap impose two conditions:

a b^(-5/4) = -c

a b^(-1/2) = -γD

Dividing the second by the first gives b^(3/4) = γD/c. Hence

b = (γD/c)^(4/3)

a = -c b^(5/4) = -c (γD/c)^(5/3)

Conversely, these values satisfy both conditions. With D equal to the exchange gap, the tail strength is therefore c at every density, although a and b vary with n.

## How the Lean statements encode the physics

`highFreqKernel` and `staticKernel` take an arbitrary function `e : ℝ → ℝ` and a density, and use Mathlib's `deriv` and real powers. `exchangeEnergy C` is the exchange energy per particle, and `grossKohnIm a b w` is g(w). The closed forms for a and b are `grossKohnA` and `grossKohnB`.

`exchange_kernels` states the ratio and the gap for every real `C` and every `n > 0`; the sign of `C` matters only when the gap must be positive. `grossKohn_tail` states the limit for any real `a` and `b > 0`, with `atTop` for w → ∞ and `𝓝` for the neighbourhoods of the limiting value. `grossKohn_parameters_iff` says that, among pairs with `b > 0`, the closed forms are the only solution of the two conditions. `exchange_grossKohn_tail` joins the halves: its hypothesis `hgap` sets `D` to the exchange gap, and its conclusion is the limit `-c`.

The constants `c` and `γ` enter as arbitrary positive numbers, so neither the many-body calculation of the tail nor the Kramers–Kronig integral is carried out. The real part of the kernel at intermediate frequencies and finite wavevectors are absent as well. The last theorem also leaves out the correlation part of the gap, although the tail described by `c` is itself a correlation effect; combining it with the exchange gap is a simplified model.

## The complete file

```lean
import Mathlib

open Filter Topology

namespace ElectronGasKernel

noncomputable section

/-- The high-frequency, long-wavelength kernel built from the energy per particle `e`,
at density `n > 0`. -/
def highFreqKernel (e : ℝ → ℝ) (n : ℝ) : ℝ :=
  -(4 / 5) * n ^ (2 / 3 : ℝ) * deriv (fun m => e m / m ^ (2 / 3 : ℝ)) n
    + 6 * n ^ (1 / 3 : ℝ) * deriv (fun m => e m / m ^ (1 / 3 : ℝ)) n

/-- The static long-wavelength kernel: the second density derivative of the energy
per volume `n e(n)`. -/
def staticKernel (e : ℝ → ℝ) (n : ℝ) : ℝ :=
  deriv (deriv (fun m => m * e m)) n

/-- The exchange energy per particle `-C n^(1/3)` at density `n > 0`. -/
def exchangeEnergy (C n : ℝ) : ℝ := -C * n ^ (1 / 3 : ℝ)

/-- The Gross–Kohn form of the imaginary part of the kernel at frequency `w`, for `b ≥ 0`. -/
def grossKohnIm (a b w : ℝ) : ℝ := a * w / (1 + b * w ^ 2) ^ (5 / 4 : ℝ)

/-- The Gross–Kohn numerator parameter for positive `c`, `γ` and kernel gap `D`. -/
def grossKohnA (c γ D : ℝ) : ℝ := -c * (γ * D / c) ^ (5 / 3 : ℝ)

/-- The Gross–Kohn denominator parameter for positive `c`, `γ` and kernel gap `D`. -/
def grossKohnB (c γ D : ℝ) : ℝ := (γ * D / c) ^ (4 / 3 : ℝ)

/-- If `e` has derivative `e'` at a density `n > 0`, then `n^s` times the derivative of `e/n^s` at
`n` is `e' - s e/n`. -/
theorem scaled_deriv {e : ℝ → ℝ} {e' n : ℝ} (s : ℝ) (hn : 0 < n)
    (he : HasDerivAt e e' n) :
    n ^ s * deriv (fun m => e m / m ^ s) n = e' - s * (e n / n) := by
  have hp : n ^ s ≠ 0 := (Real.rpow_pos_of_pos hn s).ne'
  have h := he.fun_div (Real.hasDerivAt_rpow_const (p := s) (Or.inl hn.ne')) hp
  rw [h.deriv, Real.rpow_sub_one hn.ne']
  linear_combination (e' - s * (e n / n)) * (n ^ s * (n ^ s)⁻¹ + 1) * mul_inv_cancel₀ hp

/-- For an energy per particle differentiable at `n > 0`, the high-frequency kernel is
`(26/5) e' - (22/15) e/n`. -/
theorem highFreqKernel_eq {e : ℝ → ℝ} {e' n : ℝ} (hn : 0 < n) (he : HasDerivAt e e' n) :
    highFreqKernel e n = 26 / 5 * e' - 22 / 15 * (e n / n) := by
  unfold highFreqKernel
  linear_combination (-(4 / 5)) * scaled_deriv (2 / 3) hn he + 6 * scaled_deriv (1 / 3) hn he

/-- Both kernels of a power-law energy per particle `A n^p` at density `n > 0`. -/
theorem kernels_powerLaw (A p : ℝ) {n : ℝ} (hn : 0 < n) :
    highFreqKernel (fun m => A * m ^ p) n = (26 / 5 * p - 22 / 15) * A * n ^ (p - 1) ∧
    staticKernel (fun m => A * m ^ p) n = (p + 1) * p * A * n ^ (p - 1) := by
  constructor
  · have h : highFreqKernel (fun m => A * m ^ p) n
        = 26 / 5 * (A * (p * n ^ (p - 1))) - 22 / 15 * (A * n ^ p / n) :=
      highFreqKernel_eq hn ((Real.hasDerivAt_rpow_const (Or.inl hn.ne')).const_mul A)
    rw [h, Real.rpow_sub_one hn.ne']
    ring
  · -- the first derivative is needed on a whole neighbourhood of n
    have h1 : ∀ m : ℝ, 0 < m →
        HasDerivAt (fun x : ℝ => x * (A * x ^ p)) ((p + 1) * A * m ^ p) m := by
      intro m hm
      have h := (hasDerivAt_id' m).fun_mul
        ((Real.hasDerivAt_rpow_const (p := p) (Or.inl hm.ne')).const_mul A)
      refine h.congr_deriv ?_
      rw [Real.rpow_sub_one hm.ne']
      linear_combination (A * p * m ^ p) * mul_inv_cancel₀ hm.ne'
    have h2 : deriv (fun x : ℝ => x * (A * x ^ p)) =ᶠ[𝓝 n]
        fun m => (p + 1) * A * m ^ p := by
      filter_upwards [Ioi_mem_nhds hn] with m hm using (h1 m hm).deriv
    have h3 : HasDerivAt (fun m : ℝ => (p + 1) * A * m ^ p)
        ((p + 1) * A * (p * n ^ (p - 1))) n :=
      (Real.hasDerivAt_rpow_const (Or.inl hn.ne')).const_mul _
    show deriv (deriv (fun x : ℝ => x * (A * x ^ p))) n = _
    rw [h2.deriv_eq, h3.deriv]
    ring

/-- For a nonzero power-law energy per particle `A n^p` at `n > 0`, the high-frequency kernel
is 3/5 of the static one exactly when `p = 1/3` or `p = 22/3`. -/
theorem three_fifths_iff {A n : ℝ} (p : ℝ) (hA : A ≠ 0) (hn : 0 < n) :
    highFreqKernel (fun m => A * m ^ p) n = 3 / 5 * staticKernel (fun m => A * m ^ p) n ↔
      p = 1 / 3 ∨ p = 22 / 3 := by
  rw [(kernels_powerLaw A p hn).1, (kernels_powerLaw A p hn).2]
  have hK : A * n ^ (p - 1) ≠ 0 := mul_ne_zero hA (Real.rpow_pos_of_pos hn _).ne'
  constructor
  · intro h
    have h0 : A * n ^ (p - 1) * ((p - 1 / 3) * (p - 22 / 3)) = 0 := by
      linear_combination (-(5 / 3)) * h
    rcases mul_eq_zero.mp ((mul_eq_zero.mp h0).resolve_left hK) with h | h
    · exact Or.inl (sub_eq_zero.mp h)
    · exact Or.inr (sub_eq_zero.mp h)
  · rintro (rfl | rfl) <;> ring

/-- For exchange at density `n > 0`, the high-frequency kernel is 3/5 of the static kernel,
and it exceeds the static kernel by `(8/45) C n^(-2/3)`. -/
theorem exchange_kernels (C : ℝ) {n : ℝ} (hn : 0 < n) :
    highFreqKernel (exchangeEnergy C) n = 3 / 5 * staticKernel (exchangeEnergy C) n ∧
    highFreqKernel (exchangeEnergy C) n - staticKernel (exchangeEnergy C) n
      = 8 / 45 * C * n ^ (-2 / 3 : ℝ) := by
  have h1 : highFreqKernel (exchangeEnergy C) n = _ := (kernels_powerLaw (-C) (1 / 3) hn).1
  have h2 : staticKernel (exchangeEnergy C) n = _ := (kernels_powerLaw (-C) (1 / 3) hn).2
  rw [h1, h2, show (1 / 3 - 1 : ℝ) = -2 / 3 by norm_num]
  constructor <;> ring

/-- For `b > 0`, the Gross–Kohn imaginary part times `w^(3/2)` tends to `a b^(-5/4)` at
high frequency. -/
theorem grossKohn_tail (a : ℝ) {b : ℝ} (hb : 0 < b) :
    Tendsto (fun w : ℝ => w ^ (3 / 2 : ℝ) * grossKohnIm a b w) atTop
      (𝓝 (a * b ^ (-5 / 4 : ℝ))) := by
  have h00 : Tendsto (fun w : ℝ => (w ^ 2)⁻¹) atTop (𝓝 0) :=
    tendsto_inv_atTop_zero.comp (tendsto_pow_atTop two_ne_zero)
  have h0 := h00.add_const b
  rw [zero_add] at h0
  refine ((h0.rpow_const (p := (-5 / 4 : ℝ)) (Or.inl hb.ne')).const_mul a).congr' ?_
  filter_upwards [eventually_gt_atTop (0 : ℝ)] with w hw
  have hu : 0 < (w ^ 2)⁻¹ + b := by positivity
  -- factor w² out of the denominator
  have e1 : 1 + b * w ^ 2 = w ^ 2 * ((w ^ 2)⁻¹ + b) := by
    rw [mul_add, mul_inv_cancel₀ (pow_pos hw 2).ne', mul_comm b]
  have e2 : (w ^ 2) ^ (5 / 4 : ℝ) = w ^ (3 / 2 : ℝ) * w := by
    calc (w ^ 2) ^ (5 / 4 : ℝ) = (w ^ (2 : ℝ)) ^ (5 / 4 : ℝ) := by rw [Real.rpow_two]
      _ = w ^ (3 / 2 + 1 : ℝ) := by rw [← Real.rpow_mul hw.le]; norm_num
      _ = w ^ (3 / 2 : ℝ) * w := Real.rpow_add_one hw.ne' _
  have hW : w ^ (3 / 2 : ℝ) * w ≠ 0 := (mul_pos (Real.rpow_pos_of_pos hw _) hw).ne'
  unfold grossKohnIm
  rw [e1, Real.mul_rpow (sq_nonneg w) hu.le, e2, neg_div, Real.rpow_neg hu.le]
  linear_combination (-a * (((w ^ 2)⁻¹ + b) ^ (5 / 4 : ℝ))⁻¹) * mul_inv_cancel₀ hW

/-- For positive `c`, `γ`, `D` and `b`, the conditions `a b^(-5/4) = -c` and
`a b^(-1/2) = -γ D` hold exactly for the Gross–Kohn parameters. -/
theorem grossKohn_parameters_iff {a b c γ D : ℝ} (hb : 0 < b) (hc : 0 < c) (hγ : 0 < γ)
    (hD : 0 < D) :
    (a * b ^ (-5 / 4 : ℝ) = -c ∧ a * b ^ (-1 / 2 : ℝ) = -(γ * D)) ↔
      (a = grossKohnA c γ D ∧ b = grossKohnB c γ D) := by
  constructor
  · rintro ⟨h1, h2⟩
    have e1 : b ^ (-1 / 2 : ℝ) = b ^ (-5 / 4 : ℝ) * b ^ (3 / 4 : ℝ) := by
      rw [← Real.rpow_add hb]; norm_num
    have e2 : b ^ (-5 / 4 : ℝ) * b ^ (5 / 4 : ℝ) = 1 := by
      rw [← Real.rpow_add hb]; norm_num
    -- dividing the two conditions isolates b
    have hx : b ^ (3 / 4 : ℝ) = γ * D / c := by
      rw [eq_div_iff hc.ne']
      linear_combination b ^ (3 / 4 : ℝ) * h1 - h2 + a * e1
    constructor
    · have e3 : (γ * D / c) ^ (5 / 3 : ℝ) = b ^ (5 / 4 : ℝ) := by
        rw [← hx, ← Real.rpow_mul hb.le]; norm_num
      rw [grossKohnA, e3]
      linear_combination b ^ (5 / 4 : ℝ) * h1 - a * e2
    · rw [grossKohnB, ← hx, ← Real.rpow_mul hb.le]; norm_num
  · rintro ⟨rfl, rfl⟩
    have hx : 0 < γ * D / c := by positivity
    have e1 : grossKohnB c γ D ^ (-5 / 4 : ℝ) * (γ * D / c) ^ (5 / 3 : ℝ) = 1 := by
      rw [grossKohnB, ← Real.rpow_mul hx.le, ← Real.rpow_add hx]; norm_num
    have e2 : grossKohnB c γ D ^ (-1 / 2 : ℝ) * (γ * D / c) ^ (5 / 3 : ℝ) = γ * D / c := by
      rw [grossKohnB, ← Real.rpow_mul hx.le, ← Real.rpow_add hx]; norm_num
    have e3 : c * (γ * D / c) = γ * D := by field_simp
    rw [grossKohnA]
    constructor
    · linear_combination (-c) * e1
    · linear_combination (-c) * e2 - e3

/-- With positive `C`, `n`, `c`, `γ` and `D` the exchange gap between the high-frequency and static
kernels, the Gross–Kohn imaginary part with parameters `grossKohnA c γ D` and `grossKohnB c γ D`,
times `w^(3/2)`, tends to `-c` at high frequency. -/
theorem exchange_grossKohn_tail {C n c γ : ℝ} (hC : 0 < C) (hn : 0 < n) (hc : 0 < c)
    (hγ : 0 < γ) {D : ℝ}
    (hgap : D = highFreqKernel (exchangeEnergy C) n - staticKernel (exchangeEnergy C) n) :
    Tendsto (fun w : ℝ => w ^ (3 / 2 : ℝ) *
      grossKohnIm (grossKohnA c γ D) (grossKohnB c γ D) w) atTop (𝓝 (-c)) := by
  have hD : 0 < D := by
    rw [hgap, (exchange_kernels C hn).2]
    positivity
  have hB : 0 < grossKohnB c γ D := Real.rpow_pos_of_pos (by positivity) _
  have h := grossKohn_tail (grossKohnA c γ D) hB
  rwa [((grossKohn_parameters_iff hB hc hγ hD).2 ⟨rfl, rfl⟩).1] at h

end

end ElectronGasKernel
```

```lean
#print axioms ElectronGasKernel.three_fifths_iff
#print axioms ElectronGasKernel.exchange_grossKohn_tail
```

```
'ElectronGasKernel.three_fifths_iff' depends on axioms: [propext, Classical.choice, Quot.sound]
'ElectronGasKernel.exchange_grossKohn_tail' depends on axioms: [propext, Classical.choice, Quot.sound]
```

## From the quotient rule to the fitted tail

`scaled_deriv` is the quotient rule multiplied by n^s. `highFreqKernel_eq` adds two instances of it with weights -(4/5) and 6, which is what its `linear_combination` line records.

`kernels_powerLaw` evaluates both kernels. The static one needs some care, because a second derivative at n requires the first derivative throughout a neighbourhood of n. Step `h1` computes it at every positive density, `h2` turns this into equality near n, and `h3` differentiates once more.

In `three_fifths_iff`, the common factor A n^(p-1) is nonzero, so the equation reduces to the product of two linear factors. `exchange_kernels` substitutes A = -C and p = 1/3 and leaves the arithmetic to `ring`.

`grossKohn_tail` starts from the limit w^(-2) + b → b and applies continuity of the real power at b > 0. The step `congr'` then replaces the simplified expression by the original one, since the two agree for all w > 0; `e1` and `e2` are the factorisation and the power identity used above.

In `grossKohn_parameters_iff`, the forward direction obtains b^(3/4) = γD/c as `hx` and raises it to the powers 4/3 and 5/3. The reverse direction substitutes the closed forms and combines exponents.

Finally, `exchange_grossKohn_tail` gets D > 0 from the explicit gap, applies the general tail limit, and rewrites a b^(-5/4) as -c by the first of the two parameter conditions.
